# For convex energies, the ground-state energy is piecewise linear in the mean particle number

A finite lattice that exchanges electrons with a reservoir can hold 1.25 electrons on average, and one may ask for its lowest possible energy. No state of definite particle number has that mean, so the energy is defined here through ensembles: nonnegative weights $p_0,\dots,p_M$ on the particle numbers $0,\dots,M$, with sum one and prescribed mean. If $E_k$ is the ground-state energy with $k$ particles, the ensemble has energy $\sum_k p_kE_k$.

One step from this model to a real lattice is taken outside Lean. For a density matrix $\rho$ and a Hamiltonian $H$ that conserves particle number, let $p_k$ be the weight of $\rho$ in the $k$-particle sector. Then $\operatorname{Tr}\rho H\ge\sum_k p_kE_k$, with equality when each occupied sector is in a ground state. The Lean development starts from the numbers $E_k$ and contains no Hamiltonian.

```lean
import Mathlib

namespace FractionalParticleNumber

noncomputable section
```

## Energies and ensembles

The hypothesis on the energies is convexity,
$$2E_{k+1}\le E_k+E_{k+2}\qquad(k+2\le M).$$
Physically, an added electron is bound no more strongly than the one added before it. Non-interacting fermions satisfy this, because they fill the levels in order of energy; for interacting electrons it is an assumption here. The index is shifted by one from the usual $2E_k\le E_{k-1}+E_{k+1}$, which avoids subtraction of natural numbers. For $M\le 1$ the condition is empty.

```lean
/-- The energies `E 0, …, E M` are convex in the particle number. -/
def ConvexEnergies (M : ℕ) (E : ℕ → ℝ) : Prop :=
  ∀ k, k + 2 ≤ M → 2 * E (k + 1) ≤ E k + E (k + 2)
```

An ensemble of mean particle number $x$ satisfies
$$p_k\ge0,\qquad \sum_{k=0}^M p_k=1,\qquad \sum_{k=0}^M p_k\,k=x.$$
In Lean both `E` and `p` are functions on all natural numbers, but only their values up to `M` enter. The sum over `Finset.range (M + 1)` runs over $k=0,\dots,M$.

```lean
/-- The weights `p` describe an ensemble of states with `0, …, M` particles whose mean
particle number is `x`. -/
structure IsEnsemble (M : ℕ) (x : ℝ) (p : ℕ → ℝ) : Prop where
  nonneg : ∀ k ≤ M, 0 ≤ p k
  norm : ∑ k ∈ Finset.range (M + 1), p k = 1
  mean : ∑ k ∈ Finset.range (M + 1), p k * (k : ℝ) = x
```

The energy of the ensemble is $\sum_k p_kE_k$.

```lean
/-- The average energy of an ensemble with weights `p`. -/
def ensembleEnergy (M : ℕ) (E p : ℕ → ℝ) : ℝ :=
  ∑ k ∈ Finset.range (M + 1), p k * E k
```

The set of all such energies at fixed $x$ is what has to be minimised.

```lean
/-- All average energies that ensembles of mean particle number `x` can have. -/
def energies (M : ℕ) (E : ℕ → ℝ) (x : ℝ) : Set ℝ :=
  {e | ∃ p, IsEnsemble M x p ∧ ensembleEnergy M E p = e}
```

Its infimum is the ground-state energy $\mathcal E(x)$, written `groundEnergy M E x`. It has physical meaning only for $0\le x\le M$, since no ensemble exists for other $x$.

```lean
/-- The ground-state energy at mean particle number `x`, for `0 ≤ x ≤ M`. -/
def groundEnergy (M : ℕ) (E : ℕ → ℝ) (x : ℝ) : ℝ := sInf (energies M E x)
```

## Mixing two particle numbers

The trial ensemble has $i$ particles with weight $1-w$ and $j$ particles with weight $w$.

```lean
/-- The mixture of `i` particles with weight `1 - w` and `j` particles with weight `w`. -/
def mix (i j : ℕ) (w : ℝ) (k : ℕ) : ℝ :=
  (if k = i then 1 - w else 0) + (if k = j then w else 0)
```

For any quantity $f$ that depends on the particle number, its average is
$$\sum_k p_kf(k)=(1-w)f(i)+wf(j).$$

```lean
/-- The average of any quantity `f` over a mixture of `i` and `j` particles, both at most `M`,
is the weighted mean of its two values. -/
theorem sum_mix {M i j : ℕ} (hi : i ≤ M) (hj : j ≤ M) (w : ℝ) (f : ℕ → ℝ) :
    ∑ k ∈ Finset.range (M + 1), mix i j w k * f k = (1 - w) * f i + w * f j := by
  have h1 : i ∈ Finset.range (M + 1) := Finset.mem_range.2 (by omega)
  have h2 : j ∈ Finset.range (M + 1) := Finset.mem_range.2 (by omega)
  simp only [mix, add_mul, ite_mul, zero_mul, Finset.sum_add_distrib, Finset.sum_ite_eq',
    h1, h2, if_true]
```

Taking $f=1$ gives the norm, and $f(k)=k$ gives the mean $(1-w)i+wj$. The weights are nonnegative when $0\le w\le1$. These are the three fields of `IsEnsemble`.

```lean
/-- For `0 ≤ w ≤ 1` and `i, j ≤ M` the mixture is an ensemble of mean particle number
`(1 - w) i + w j`. -/
theorem mix_isEnsemble {M i j : ℕ} (hi : i ≤ M) (hj : j ≤ M) {w : ℝ} (h0 : 0 ≤ w)
    (h1 : w ≤ 1) : IsEnsemble M ((1 - w) * (i : ℝ) + w * (j : ℝ)) (mix i j w) where
  nonneg k _ := by
    unfold mix
    split_ifs <;> linarith
  norm := by simpa using sum_mix hi hj w (fun _ => 1)
  mean := sum_mix hi hj w (fun k => (k : ℝ))
```

## A straight line below all the energies

Write $d_k=E_{k+1}-E_k$ for the cost of adding a particle to $k$ particles. Convexity rearranges to $d_k\le d_{k+1}$, and repeating this gives $d_i\le d_j$ for $i\le j$. The Lean proof is an induction on the distance $j-i$.

```lean
/-- For convex energies, the cost of adding one particle does not decrease with the number of
particles already present, as long as the total after the addition is at most `M`. -/
theorem increment_mono {M : ℕ} {E : ℕ → ℝ} (h : ConvexEnergies M E) {i j : ℕ} (hij : i ≤ j)
    (hj : j + 1 ≤ M) : E (i + 1) - E i ≤ E (j + 1) - E j := by
  have key : ∀ d, i + d + 1 ≤ M → E (i + 1) - E i ≤ E (i + d + 1) - E (i + d) := by
    intro d
    induction d with
    | zero => intro _; exact le_rfl
    | succ d ih =>
      intro hd
      have h1 : 2 * E (i + d + 1) ≤ E (i + d) + E (i + d + 1 + 1) := h (i + d) (by omega)
      have h2 := ih (by omega)
      show E (i + 1) - E i ≤ E (i + d + 1 + 1) - E (i + d + 1)
      linarith
  obtain ⟨d, rfl⟩ := Nat.exists_eq_add_of_le hij
  exact key d hj
```

Now take $N<M$ and the line through $E_N$ and $E_{N+1}$, which has slope $d_N$. For $k\ge N$,
$$E_k=E_N+\sum_{j=N}^{k-1}d_j\ge E_N+(k-N)d_N,$$
because every increment in the sum is at least $d_N$. For $k<N$,
$$E_k=E_N-\sum_{j=k}^{N-1}d_j\ge E_N-(N-k)d_N,$$
because every increment is now at most $d_N$. Both cases say that the line lies nowhere above the energies.

```lean
/-- For convex energies and `N < M`, the line through `E N` and `E (N + 1)` lies nowhere above the
energies `E 0, …, E M`. -/
theorem line_le {M : ℕ} {E : ℕ → ℝ} (h : ConvexEnergies M E) {N k : ℕ} (hN : N < M)
    (hk : k ≤ M) : E N + ((k : ℝ) - N) * (E (N + 1) - E N) ≤ E k := by
  rcases le_total N k with hNk | hkN
  · -- add particles one at a time
    have key : ∀ d : ℕ, N + d ≤ M → E N + (d : ℝ) * (E (N + 1) - E N) ≤ E (N + d) := by
      intro d
      induction d with
      | zero => intro _; simp
      | succ d ih =>
        intro hd
        have h1 : E (N + 1) - E N ≤ E (N + d + 1) - E (N + d) :=
          increment_mono h (by omega) (by omega)
        have h2 := ih (by omega)
        show _ ≤ E (N + d + 1)
        rw [Nat.cast_add, Nat.cast_one]
        linarith
    have h3 := key (k - N) (by omega)
    rw [Nat.cast_sub hNk, Nat.add_sub_cancel' hNk] at h3
    exact h3
  · -- remove particles one at a time
    have key : ∀ d j : ℕ, j + d = N → E N - (d : ℝ) * (E (N + 1) - E N) ≤ E j := by
      intro d
      induction d with
      | zero =>
        intro j hj
        obtain rfl : j = N := by omega
        simp
      | succ d ih =>
        intro j hj
        have h1 : E (j + 1) - E j ≤ E (N + 1) - E N := increment_mono h (by omega) (by omega)
        have h2 := ih (j + 1) (by omega)
        rw [Nat.cast_add, Nat.cast_one]
        linarith
    have h3 := key (N - k) k (by omega)
    rw [Nat.cast_sub hkN] at h3
    linarith
```

The two branches of the proof are these two cases. Each replaces the sum by an induction that adds or removes one particle at a time.

## The minimum at fractional particle number

The average of a linear function sees only the mean particle number. For constants $a$, $s$ and $c$,
$$\sum_kp_k\,[a+(k-c)s]=(a-cs)\sum_kp_k+s\sum_kp_k\,k=a+(x-c)s.$$

```lean
/-- The ensemble average of a linear function of the particle number depends only on the mean
particle number. -/
theorem sum_line {M : ℕ} {x : ℝ} {p : ℕ → ℝ} (hp : IsEnsemble M x p) (a s c : ℝ) :
    ∑ k ∈ Finset.range (M + 1), p k * (a + ((k : ℝ) - c) * s) = a + (x - c) * s := by
  calc _ = (a - c * s) * ∑ k ∈ Finset.range (M + 1), p k
        + s * ∑ k ∈ Finset.range (M + 1), p k * (k : ℝ) := by
        rw [Finset.mul_sum, Finset.mul_sum, ← Finset.sum_add_distrib]
        exact Finset.sum_congr rfl fun k _ => by ring
    _ = _ := by rw [hp.norm, hp.mean]; ring
```

Set $x=N+w$ with $0\le w\le1$. Since the weights are nonnegative, averaging the line gives
$$\sum_kp_kE_k\ge\sum_kp_k\,[E_N+(k-N)d_N]=E_N+w\,d_N=(1-w)E_N+wE_{N+1}.$$
The mixture of $N$ and $N+1$ particles has mean $N+w$ and exactly this energy, so the bound is attained. `IsLeast` states both facts: the value belongs to the set of ensemble energies, and no member of the set is smaller.

```lean
/-- For convex energies, `N < M` and `0 ≤ w ≤ 1`, the minimum of the average energy at mean
particle number `N + w` is `(1 - w) E N + w E (N + 1)`. -/
theorem isLeast_energy {M : ℕ} {E : ℕ → ℝ} (h : ConvexEnergies M E) {N : ℕ} (hN : N < M)
    {w : ℝ} (h0 : 0 ≤ w) (h1 : w ≤ 1) :
    IsLeast (energies M E (N + w)) ((1 - w) * E N + w * E (N + 1)) := by
  constructor
  · -- the mixture of `N` and `N + 1` particles attains the value
    have hm := mix_isEnsemble (M := M) (i := N) (j := N + 1) (by omega) (by omega) h0 h1
    have e : (1 - w) * (N : ℝ) + w * ((N + 1 : ℕ) : ℝ) = N + w := by push_cast; ring
    rw [e] at hm
    exact ⟨_, hm, sum_mix (by omega) (by omega) w E⟩
  · -- averaging the supporting line bounds every other ensemble
    rintro _ ⟨p, hp, rfl⟩
    have h2 : ∑ k ∈ Finset.range (M + 1), p k * (E N + ((k : ℝ) - N) * (E (N + 1) - E N))
        ≤ ensembleEnergy M E p := Finset.sum_le_sum fun k hk => by
      have hk' : k ≤ M := Nat.lt_succ_iff.1 (Finset.mem_range.1 hk)
      exact mul_le_mul_of_nonneg_left (line_le h hN hk') (hp.nonneg k hk')
    rw [sum_line hp] at h2
    linarith
```

In density functional theory, this straight line is the reference against which approximate functionals are judged at fractional electron number; here it is derived for a finite list of energies that is assumed convex.

Convexity is also necessary if the formula is to hold for every $N<M$ and every $w$ in $[0,1]$. At $N=k+1$ and $w=0$ the formula says that no ensemble of mean $k+1$ lies below $E_{k+1}$. The equal mixture of $k$ and $k+2$ particles has that mean, hence
$$E_{k+1}\le\tfrac12E_k+\tfrac12E_{k+2}.$$

```lean
/-- The energies are convex in the particle number exactly when the minimum energy
interpolates linearly between all neighbouring particle numbers. -/
theorem convex_iff_isLeast (M : ℕ) (E : ℕ → ℝ) :
    ConvexEnergies M E ↔ ∀ N < M, ∀ w ∈ Set.Icc (0 : ℝ) 1,
      IsLeast (energies M E (N + w)) ((1 - w) * E N + w * E (N + 1)) := by
  refine ⟨fun h N hN w hw => isLeast_energy h hN hw.1 hw.2, fun H k hk => ?_⟩
  -- compare `k + 1` particles with the equal mixture of `k` and `k + 2`
  have h0 := (H (k + 1) (by omega) 0 ⟨le_rfl, zero_le_one⟩).2
  have hm := mix_isEnsemble (M := M) (i := k) (j := k + 2) (w := 1 / 2)
    (by omega) hk (by norm_num) (by norm_num)
  have e : (1 - 1 / 2) * (k : ℝ) + 1 / 2 * ((k + 2 : ℕ) : ℝ) = ((k + 1 : ℕ) : ℝ) + 0 := by
    push_cast; ring
  rw [e] at hm
  have hmem : (1 - 1 / 2) * E k + 1 / 2 * E (k + 2) ∈ energies M E (((k + 1 : ℕ) : ℝ) + 0) :=
    ⟨_, hm, sum_mix (by omega) hk (1 / 2) E⟩
  have h1 := h0 hmem
  linarith
```

## One Hubbard site in numbers

A single site with level energy $-3$ and repulsion $U=2$ has $M=2$ and energies $E_0=0$, $E_1=-3$, $E_2=2(-3)+2=-4$. They are convex, since $-6\le-4$. At mean particle number $1.25$ we have $N=1$ and $w=0.25$, and the minimum is
$$0.75\,(-3)+0.25\,(-4)=-3.25.$$
The weights $(0.1,\,0.55,\,0.35)$ have the same mean and the energy $-1.65-1.4=-3.05$. The excess of $0.2$ comes from the empty site: the line through $E_1$ and $E_2$ has the value $-2$ at $k=0$, which is $2$ below $E_0$, and the weight there is $0.1$.

With an attraction $U=-2$ the energies are $0,-3,-8$, which are not convex. The equal mixture of the empty and the doubly occupied site then has mean one and energy $-4$, below $E_1=-3$.

In an exact-diagonalisation calculation on a larger cluster, one finds the lowest eigenvalue in each particle-number sector. If the resulting list is convex, the energy at $N+w$ follows from the two eigenvalues for $N$ and $N+1$, with no further diagonalisation.

## The change of slope at an integer

For $n<M$ and $n\le x\le n+1$, put $w=x-n$ in the minimum formula:
$$\mathcal E(x)=E_n+(x-n)(E_{n+1}-E_n).$$
For $N+2\le M$, the segments $n=N$ and $n=N+1$ meet at $N+1$ particles. The left derivative there is $E_{N+1}-E_N$ and the right derivative is $E_{N+2}-E_{N+1}$.

```lean
/-- For convex energies and `N + 2 ≤ M`, the ground-state energy has left derivative
`E (N + 1) - E N` and right derivative `E (N + 2) - E (N + 1)` at `N + 1` particles. -/
theorem derivative_discontinuity {M : ℕ} {E : ℕ → ℝ} (h : ConvexEnergies M E) {N : ℕ}
    (hN : N + 2 ≤ M) :
    HasDerivWithinAt (groundEnergy M E) (E (N + 1) - E N)
      (Set.Icc (N : ℝ) (N + 1)) (N + 1) ∧
    HasDerivWithinAt (groundEnergy M E) (E (N + 2) - E (N + 1))
      (Set.Icc ((N : ℝ) + 1) (N + 2)) (N + 1) := by
  -- between neighbouring integers the ground-state energy is a straight line
  have line : ∀ n : ℕ, n < M → ∀ x ∈ Set.Icc (n : ℝ) (n + 1),
      groundEnergy M E x = E n + (x - n) * (E (n + 1) - E n) := by
    intro n hn x hx
    have h1 := (isLeast_energy h hn (w := x - n) (by linarith [hx.1])
      (by linarith [hx.2])).csInf_eq
    have e : (n : ℝ) + (x - n) = x := by ring
    rw [e] at h1
    unfold groundEnergy
    rw [h1]
    ring
  have slope : ∀ n : ℕ, n < M → ∀ x ∈ Set.Icc (n : ℝ) (n + 1),
      HasDerivWithinAt (groundEnergy M E) (E (n + 1) - E n) (Set.Icc (n : ℝ) (n + 1)) x := by
    intro n hn x hx
    have hl : HasDerivAt (fun y : ℝ => E n + (y - n) * (E (n + 1) - E n))
        (E (n + 1) - E n) x :=
      ((((hasDerivAt_id' x).sub_const (n : ℝ)).mul_const (E (n + 1) - E n)).const_add
        (E n)).congr_deriv (one_mul _)
    exact hl.hasDerivWithinAt.congr (fun y hy => line n hn y hy) (line n hn x hx)
  have c : ((N + 1 : ℕ) : ℝ) = (N : ℝ) + 1 := Nat.cast_succ N
  have e : (N : ℝ) + 1 + 1 = N + 2 := by ring
  refine ⟨slope N (by omega) _ ⟨by linarith, le_rfl⟩, ?_⟩
  have h2 := slope (N + 1) (by omega) ((N : ℝ) + 1) ⟨by linarith, by linarith⟩
  rw [c, e] at h2
  exact h2
```

In the proof, `line` is the displayed formula, obtained by turning the minimum into an infimum, and `slope` differentiates it. `HasDerivWithinAt` on a closed interval with $N+1$ as an endpoint expresses a one-sided derivative there.

For the system with $N+1$ electrons, the left slope is minus the ionisation energy and the right slope is minus the electron affinity. Their difference, $E_N-2E_{N+1}+E_{N+2}$, is the fundamental gap, which equals $U=2$ for the repulsive site above. It vanishes when convexity holds there with equality, and the two slopes then agree. The name `derivative_discontinuity` refers to this change of slope of the total energy; in textbooks it often means the jump of the exchange-correlation potential, which is a different quantity.

## Which ensembles reach the minimum

Suppose now that convexity is strict, so that $d_k<d_{k+1}$. For $k>N+1$, the line through $E_{N+1}$ and $E_{N+2}$ gives
$$E_k\ge E_{N+1}+(k-N-1)d_{N+1}>E_{N+1}+(k-N-1)d_N=E_N+(k-N)d_N.$$
For $k<N$, the line through $E_{N-1}$ and $E_N$ gives
$$E_k\ge E_N-(N-k)d_{N-1}>E_N-(N-k)d_N.$$
So the line through $E_N$ and $E_{N+1}$ touches the energies only at those two points. If an ensemble of mean $N+w$ has the minimum energy, then
$$\sum_kp_k\,\bigl[E_k-E_N-(k-N)d_N\bigr]=0.$$
Every term is nonnegative, so every term is zero. Where the bracket is positive, $p_k=0$.

```lean
/-- If the energies are strictly convex and `N < M`, an ensemble of mean particle number
`N + w` with energy `(1 - w) E N + w E (N + 1)` contains only `N` and `N + 1` particles. -/
theorem minimiser_support {M : ℕ} {E : ℕ → ℝ}
    (hs : ∀ k, k + 2 ≤ M → 2 * E (k + 1) < E k + E (k + 2)) {N : ℕ} (hN : N < M)
    {w : ℝ} {p : ℕ → ℝ} (hp : IsEnsemble M (N + w) p)
    (hE : ensembleEnergy M E p = (1 - w) * E N + w * E (N + 1))
    {k : ℕ} (hk : k ≤ M) (hkN : k ≠ N) (hkN' : k ≠ N + 1) : p k = 0 := by
  have h : ConvexEnergies M E := fun j hj => (hs j hj).le
  -- away from `N` and `N + 1` the energy lies strictly above the line
  have hlt : E N + ((k : ℝ) - N) * (E (N + 1) - E N) < E k := by
    rcases lt_or_gt_of_ne hkN with hl | hg
    · obtain ⟨n, rfl⟩ : ∃ n, N = n + 1 := ⟨N - 1, by omega⟩
      have h1 := line_le h (N := n) (by omega) hk
      have h2 : 2 * E (n + 1) < E n + E (n + 1 + 1) := hs n (by omega)
      have hr : (k : ℝ) < n + 1 := by exact_mod_cast hl
      rw [Nat.cast_add, Nat.cast_one]
      nlinarith [mul_pos (sub_pos.2 hr) (sub_pos.2 h2)]
    · have h1 := line_le h (N := N + 1) (by omega) hk
      have h2 : 2 * E (N + 1) < E N + E (N + 1 + 1) := hs N (by omega)
      have hr : (N : ℝ) + 1 < k := by exact_mod_cast (show N + 1 < k by omega)
      rw [Nat.cast_add, Nat.cast_one] at h1
      nlinarith [mul_pos (sub_pos.2 hr) (sub_pos.2 h2)]
  -- the total excess over the line vanishes, hence so does each term
  have h0 : ∑ j ∈ Finset.range (M + 1),
      (p j * E j - p j * (E N + ((j : ℝ) - N) * (E (N + 1) - E N))) = 0 := by
    unfold ensembleEnergy at hE
    rw [Finset.sum_sub_distrib, sum_line hp, hE]
    ring
  have hk0 : p k * E k - p k * (E N + ((k : ℝ) - N) * (E (N + 1) - E N)) = 0 :=
    (Finset.sum_eq_zero_iff_of_nonneg (fun j hj => by
      have hj' : j ≤ M := Nat.lt_succ_iff.1 (Finset.mem_range.1 hj)
      exact sub_nonneg.2 (mul_le_mul_of_nonneg_left (line_le h hN hj') (hp.nonneg j hj')))).1
      h0 k (Finset.mem_range.2 (by omega))
  rw [← mul_sub] at hk0
  exact (mul_eq_zero.1 hk0).resolve_right (sub_pos.2 hlt).ne'

end

end FractionalParticleNumber
```

The statement `hlt` is the strict inequality, with its two cases in the order $k<N$, $k>N+1$. `h0` is the vanishing sum, and `Finset.sum_eq_zero_iff_of_nonneg` passes from the sum to its terms. By hand, the norm and the mean then fix the two remaining weights as $1-w$ and $w$.

```lean
#print axioms FractionalParticleNumber.convex_iff_isLeast
-- 'FractionalParticleNumber.convex_iff_isLeast' depends on axioms: [propext, Classical.choice, Quot.sound]
#print axioms FractionalParticleNumber.derivative_discontinuity
-- 'FractionalParticleNumber.derivative_discontinuity' depends on axioms: [propext, Classical.choice, Quot.sound]
#print axioms FractionalParticleNumber.minimiser_support
-- 'FractionalParticleNumber.minimiser_support' depends on axioms: [propext, Classical.choice, Quot.sound]
```
